# Exact Onsager quantization for the Landau levels of a massless Dirac cone

Set $\hbar=e=1$. Let $a,b$ be linear operators on a complex vector space $V$ with $ab-ba=1$, and let $\psi_0\neq0$ satisfy $a\psi_0=0$. Define $\psi_n=b^n\psi_0$ and, for real $\omega$,
$$H(\varphi,\chi)=\omega\,(b\chi,\;a\varphi).$$

The classical cone has velocity $v>0$ and Hamiltonian matrix with off-diagonal entries $v\bar k$ and $vk$, where $k=k_x+ik_y$. In a field $B>0$ the kinetic momenta obey $[\Pi_x,\Pi_y]=iB$ in this orientation. Replacing $k$ by $\sqrt{2B}\,a$ and $\bar k$ by $\sqrt{2B}\,b$ gives $H$ with $\omega^2=2v^2B$, which is taken below as a hypothesis.

Assume also that every state in $V$ is annihilated by some power of $a$, so that it contains finitely many oscillator quanta. Then a real $E$ is an eigenvalue of $H$ exactly when the area $S(E)$ of its classical orbit satisfies
$$S(E)=2\pi B\left(n+\tfrac12-\tfrac{\gamma}{2\pi}\right),\qquad n=0,1,2,\dots,\qquad \gamma=\pi.$$

Here $\gamma$ is the Berry phase of the band spinor around the orbit. Onsager's rule for a general band is semiclassical; for this non-interacting, ideal linear cone it gives the quantum energies without error, including the level at zero.

## Levels, area and phase by hand

**Eigenvectors.** First, $a\psi_1=ba\psi_0+\psi_0=\psi_0$. If $a\psi_{n+1}=(n+1)\psi_n$, then
$$a\psi_{n+2}=b\,a\psi_{n+1}+\psi_{n+1}=(n+2)\psi_{n+1}.$$
Hence $\psi_{n+1}=0$ would force $\psi_n=0$, and since $\psi_0\ne0$ no $\psi_n$ vanishes. Clearly $H(\psi_0,0)=0$. For $s=\pm1$,
$$H(\psi_{n+1},s\sqrt{n+1}\,\psi_n)=\omega\,(s\sqrt{n+1}\,\psi_{n+1},(n+1)\psi_n)=s\omega\sqrt{n+1}\,(\psi_{n+1},s\sqrt{n+1}\,\psi_n).$$
With an inner product, $b=a^\dagger$ and $\psi_0$ normalized, $\|\psi_n\|^2=n!$, and the normalized eigenvector is $(|n+1\rangle,s|n\rangle)/\sqrt2$.

**No other eigenvalues.** Let $(\varphi,\chi)\ne0$ satisfy $\omega b\chi=E\varphi$ and $\omega a\varphi=E\chi$. If $\varphi=0$, then $E\chi=0$ with $\chi\neq0$, so $E=0$. Otherwise $\omega^2ba\varphi=\omega E\,b\chi=E^2\varphi$, so $ba\varphi=c\varphi$ with $c=E^2/\omega^2$. Lowering gives
$$ba(a\varphi)=a(ba\varphi)-a\varphi=(c-1)a\varphi.$$
Let $a^j\varphi$ be the last nonzero vector in the sequence $\varphi,a\varphi,a^2\varphi,\dots$. Then $0=ba(a^j\varphi)=(c-j)a^j\varphi$, so $c=j$ and $E^2=\omega^2j$.

**Area.** The orbit $v|k|=|E|$ bounds a disc of radius $|E|/v$, so $S(E)=\pi E^2/v^2$.

**Berry phase.** At $k=re^{i\theta}$ take $u=(e^{-i\theta},s)/\sqrt2$. The matrix sends it to $vr(se^{-i\theta},1)/\sqrt2=svr\,u$, because $s^2=1$. Then $i\langle u|\partial_\theta u\rangle=i(-i)/2=\tfrac12$, and integration over $2\pi$ gives $\gamma=\pi$.

**Comparison.** The phase cancels the $\tfrac12$, leaving $\pi E^2/v^2=2\pi Bn$, which is $E^2=2v^2Bn=\omega^2n$.

## Operators, orbit and spinor in Lean

The space `V` carries no inner product or topology. The relations $ab-ba=1$ and $\psi_0\neq0$ force it to have infinite dimension, since in finite dimension a commutator has trace zero and the identity does not.

```lean
import Mathlib

open Complex ComplexConjugate Matrix

namespace DiracOnsager

noncomputable section

variable {V : Type*} [AddCommGroup V] [Module ℂ V]
```

A two-component state is an element of `V × V`, and `Module.End ℂ V` is the type of linear operators on `V`.

```lean
/-- The Dirac-Landau Hamiltonian `H(φ, χ) = ω (b χ, a φ)` on two-component states. -/
def diracLandau (ω : ℝ) (a b : Module.End ℂ V) : Module.End ℂ (V × V) :=
  (ω : ℂ) • ((b ∘ₗ LinearMap.snd ℂ V V).prod (a ∘ₗ LinearMap.fst ℂ V V))

/-- The unnormalized oscillator state `ψ_n = b^n ψ₀`. -/
def landauState (b : Module.End ℂ V) (ψ₀ : V) (n : ℕ) : V := (b ^ n) ψ₀
```

The momentum plane is `ℂ`, and the area is the Lebesgue measure of the filled orbit.

```lean
/-- The area in the momentum plane `k = k_x + i k_y` enclosed by the orbit `v |k| = |E|`. -/
def orbitArea (v E : ℝ) : ℝ := (MeasureTheory.volume {k : ℂ | v * ‖k‖ ≤ |E|}).toReal

/-- The classical Dirac Hamiltonian matrix at momentum `k = k_x + i k_y`. -/
def diracSymbol (v : ℝ) (k : ℂ) : Matrix (Fin 2) (Fin 2) ℂ :=
  !![0, (v : ℂ) * conj k; (v : ℂ) * k, 0]
```

The spinor is single-valued over one turn. Another single-valued choice of phase can shift $\gamma$ by a multiple of $2\pi$, which would relabel $n$; this choice makes the count start at zero.

```lean
/-- The spinor `(exp(-iθ), s)/√2` at polar angle `θ` on the orbit, with band index `s`. -/
def diracSpinor (s θ : ℝ) : Fin 2 → ℂ :=
  ![exp (-((θ : ℂ) * I)) * (Real.sqrt (1 / 2) : ℂ), (s : ℂ) * (Real.sqrt (1 / 2) : ℂ)]

/-- The integral of the real part of `i ⟨u|∂u⟩` over one turn of the angle. For a smooth, normalized
and single-valued `u` this is the Berry phase. -/
def berryPhase (u : ℝ → Fin 2 → ℂ) : ℝ :=
  ∫ θ in (0 : ℝ)..(2 * Real.pi), (I * ∑ j, conj (u θ j) * deriv (fun t => u t j) θ).re
```

## The oscillator ladder

Three identities handle the factor $1/\sqrt2$, the unit phase and $\sqrt{n+1}$.

```lean
private lemma amp_sq : (Real.sqrt (1 / 2) : ℂ) * (Real.sqrt (1 / 2) : ℂ) = 1 / 2 := by
  rw [← ofReal_mul, Real.mul_self_sqrt (by norm_num)]
  norm_num

private lemma phase_sq (θ : ℝ) :
    conj (exp (-((θ : ℂ) * I))) * exp (-((θ : ℂ) * I)) = 1 := by
  rw [← exp_conj, ← exp_add]
  simp

private lemma root_sq (n : ℕ) :
    (Real.sqrt (n + 1) : ℂ) * (Real.sqrt (n + 1) : ℂ) = (n : ℂ) + 1 := by
  rw [← ofReal_mul, Real.mul_self_sqrt (by positivity)]
  simp
```

The commutator is then put in the form used by hand, $abx=bax+x$, together with $\psi_{n+1}=b\psi_n$.

```lean
private lemma comm_apply {a b : Module.End ℂ V} (hab : a * b - b * a = 1) (x : V) :
    a (b x) = b (a x) + x := by
  have h : a (b x) - b (a x) = x := LinearMap.congr_fun hab x
  exact sub_eq_iff_eq_add'.mp h

private lemma state_succ (b : Module.End ℂ V) (ψ₀ : V) (n : ℕ) :
    landauState b ψ₀ (n + 1) = b (landauState b ψ₀ n) := by
  show (b ^ (n + 1)) ψ₀ = b ((b ^ n) ψ₀)
  rw [pow_succ', Module.End.mul_apply]
```

The next two proofs are the inductions given above.

```lean
/-- The lowering operator acts as `a ψ_{n+1} = (n+1) ψ_n`. -/
theorem lower_landauState {a b : Module.End ℂ V} {ψ₀ : V} (hab : a * b - b * a = 1)
    (h0 : a ψ₀ = 0) (n : ℕ) :
    a (landauState b ψ₀ (n + 1)) = ((n : ℂ) + 1) • landauState b ψ₀ n := by
  induction n with
  | zero =>
    rw [state_succ, comm_apply hab]
    simp [landauState, h0]
  | succ n ih =>
    rw [state_succ b ψ₀ (n + 1), comm_apply hab, ih, map_smul, ← state_succ b ψ₀ n]
    push_cast
    module

/-- Every oscillator state `ψ_n` is nonzero. -/
theorem landauState_ne_zero {a b : Module.End ℂ V} {ψ₀ : V} (hab : a * b - b * a = 1)
    (h0 : a ψ₀ = 0) (hψ : ψ₀ ≠ 0) (n : ℕ) : landauState b ψ₀ n ≠ 0 := by
  induction n with
  | zero => simpa [landauState] using hψ
  | succ n ih =>
    intro h
    have hl := lower_landauState hab h0 n
    rw [h, map_zero] at hl
    exact (smul_eq_zero.mp hl.symm).elim (Nat.cast_add_one_ne_zero n) ih
```

## Eigenvectors and the complete list of eigenvalues

The zero mode needs only $a\psi_0=0$. In `landau_level` the condition `s ^ 2 = 1` encodes $s=\pm1$, and the index starts at $n=0$ for the first nonzero level. The proof compares the two components separately.

```lean
/-- The state `(ψ₀, 0)` has energy zero. -/
theorem zero_mode (ω : ℝ) {a : Module.End ℂ V} (b : Module.End ℂ V) {ψ₀ : V}
    (h0 : a ψ₀ = 0) : diracLandau ω a b (ψ₀, 0) = 0 := by
  show ((ω : ℂ) • b 0, (ω : ℂ) • a ψ₀) = 0
  simp [h0]

/-- For `s = ±1`, the state `(ψ_{n+1}, s √(n+1) ψ_n)` is nonzero and has energy
`s ω √(n+1)`. -/
theorem landau_level (ω : ℝ) {a b : Module.End ℂ V} {ψ₀ : V} (hab : a * b - b * a = 1)
    (h0 : a ψ₀ = 0) (hψ : ψ₀ ≠ 0) {s : ℝ} (hs : s ^ 2 = 1) (n : ℕ) :
    (landauState b ψ₀ (n + 1), ((s : ℂ) * Real.sqrt (n + 1)) • landauState b ψ₀ n) ≠ 0 ∧
    diracLandau ω a b
        (landauState b ψ₀ (n + 1), ((s : ℂ) * Real.sqrt (n + 1)) • landauState b ψ₀ n) =
      ((s : ℂ) * ω * Real.sqrt (n + 1)) •
        (landauState b ψ₀ (n + 1), ((s : ℂ) * Real.sqrt (n + 1)) • landauState b ψ₀ n) := by
  have hs' : (s : ℂ) ^ 2 = 1 := by exact_mod_cast hs
  refine ⟨fun h => landauState_ne_zero hab h0 hψ (n + 1) (congrArg Prod.fst h),
    Prod.ext ?_ ?_⟩
  · show (ω : ℂ) • b (((s : ℂ) * Real.sqrt (n + 1)) • landauState b ψ₀ n) =
      ((s : ℂ) * ω * Real.sqrt (n + 1)) • landauState b ψ₀ (n + 1)
    rw [map_smul, ← state_succ]
    module
  · show (ω : ℂ) • a (landauState b ψ₀ (n + 1)) =
      ((s : ℂ) * ω * Real.sqrt (n + 1)) • ((s : ℂ) * Real.sqrt (n + 1)) • landauState b ψ₀ n
    rw [lower_landauState hab h0, smul_smul, smul_smul]
    congr 1
    linear_combination (-(ω : ℂ) * s ^ 2) * root_sq n - (ω : ℂ) * (n + 1) * hs'
```

The lowering argument becomes an induction on the power `m` that annihilates the vector. It assumes $ab-ba=1$ and is stated for all `φ` and `c`, so that it can be applied to $a\varphi$ with eigenvalue $c-1$.

```lean
/-- An eigenvalue of `b a` is a natural number if some power of `a` annihilates
the eigenvector. -/
theorem number_eigenvalue {a b : Module.End ℂ V} (hab : a * b - b * a = 1) (m : ℕ) :
    ∀ (φ : V) (c : ℂ), φ ≠ 0 → (a ^ m) φ = 0 → b (a φ) = c • φ → ∃ n : ℕ, c = n := by
  induction m with
  | zero => intro φ c hφ hm _; exact absurd (by simpa using hm) hφ
  | succ m ih =>
    intro φ c hφ hm hc
    by_cases ha : a φ = 0
    · rw [ha, map_zero] at hc
      exact ⟨0, by simpa using (smul_eq_zero.mp hc.symm).resolve_right hφ⟩
    · -- lowering the state reduces the eigenvalue by one
      have h1 : b (a (a φ)) = (c - 1) • a φ := by
        have h := comm_apply hab (a φ)
        rw [hc, map_smul] at h
        rw [sub_smul, one_smul, h, add_sub_cancel_right]
      rw [pow_succ, Module.End.mul_apply] at hm
      obtain ⟨n, hn⟩ := ih (a φ) (c - 1) ha hm h1
      exact ⟨n + 1, by push_cast; linear_combination hn⟩
```

The hypothesis `hfin` is the finite-quanta condition. It admits finite superpositions of levels, with any degeneracy, but not the whole Hilbert space, which contains infinite superpositions such as coherent states. On the oscillator Hilbert space with $b=a^\dagger$ the eigenvalues are the same, but the adjoint relation is not assumed here, and the commutator and $\psi_0$ alone do not fix the spectrum: for smooth functions on $x>0$ with $a=d/dx$ and $b=x$, the function $x^c$ is an eigenvector of $ba$ for every complex $c$. That example is purely algebraic and does not describe physical states.

In `landau_spectrum` the energy is allowed to be complex. The forward direction squares $H$; the reverse factors $E^2-\omega^2(n+1)$ and selects the eigenvector with the matching sign.

```lean
/-- If each state is annihilated by a power of `a`, the eigenvalues of the Dirac-Landau
Hamiltonian are exactly the solutions of `E² = ω² n` with `n = 0, 1, 2, …`. -/
theorem landau_spectrum {ω : ℝ} (hω : ω ≠ 0) {a b : Module.End ℂ V} {ψ₀ : V}
    (hab : a * b - b * a = 1) (h0 : a ψ₀ = 0) (hψ : ψ₀ ≠ 0)
    (hfin : ∀ φ : V, ∃ m : ℕ, (a ^ m) φ = 0) (E : ℂ) :
    (∃ p : V × V, p ≠ 0 ∧ diracLandau ω a b p = E • p) ↔
      ∃ n : ℕ, E ^ 2 = (ω : ℂ) ^ 2 * n := by
  have hω' : (ω : ℂ) ^ 2 ≠ 0 := pow_ne_zero 2 (ofReal_ne_zero.mpr hω)
  constructor
  · rintro ⟨⟨φ, χ⟩, hp, hE⟩
    have h1 : (ω : ℂ) • b χ = E • φ := congrArg Prod.fst hE
    have h2 : (ω : ℂ) • a φ = E • χ := congrArg Prod.snd hE
    by_cases hφ : φ = 0
    · have hχ : χ ≠ 0 := fun h => hp (by rw [hφ, h]; rfl)
      rw [hφ, map_zero, smul_zero] at h2
      have hE0 := (smul_eq_zero.mp h2.symm).resolve_right hχ
      exact ⟨0, by simp [hE0]⟩
    · -- squaring H gives the number operator on the upper component
      have h3 : ((ω : ℂ) ^ 2) • b (a φ) = (E ^ 2) • φ := by
        calc ((ω : ℂ) ^ 2) • b (a φ) = (ω : ℂ) • b ((ω : ℂ) • a φ) := by
              rw [map_smul, smul_smul, sq]
          _ = E • ((ω : ℂ) • b χ) := by rw [h2, map_smul, smul_comm]
          _ = (E ^ 2) • φ := by rw [h1, smul_smul, sq]
      have h4 : b (a φ) = (E ^ 2 / (ω : ℂ) ^ 2) • φ := by
        rw [div_eq_inv_mul, mul_smul, ← h3, smul_smul, inv_mul_cancel₀ hω', one_smul]
      obtain ⟨m, hm⟩ := hfin φ
      obtain ⟨n, hn⟩ := number_eigenvalue hab m φ _ hφ hm h4
      exact ⟨n, by rw [(div_eq_iff hω').mp hn, mul_comm]⟩
  · rintro ⟨n, hn⟩
    cases n with
    | zero =>
      have hE0 : E = 0 := by simpa using hn
      exact ⟨(ψ₀, 0), fun h => hψ (congrArg Prod.fst h), by
        rw [hE0, zero_mode ω b h0, zero_smul]⟩
    | succ n =>
      rw [Nat.cast_add, Nat.cast_one] at hn
      have hf : (E - ω * Real.sqrt (n + 1)) * (E + ω * Real.sqrt (n + 1)) = 0 := by
        linear_combination hn - (ω : ℂ) ^ 2 * root_sq n
      rcases mul_eq_zero.mp hf with h | h
      · obtain ⟨hne, he⟩ := landau_level ω hab h0 hψ (s := 1) (by norm_num) n
        refine ⟨_, hne, ?_⟩
        rw [he]
        congr 1
        simp only [ofReal_one]
        linear_combination -h
      · obtain ⟨hne, he⟩ := landau_level ω hab h0 hψ (s := -1) (by norm_num) n
        refine ⟨_, hne, ?_⟩
        rw [he]
        congr 1
        simp only [ofReal_neg, ofReal_one]
        linear_combination -h
```

## Orbit area and Berry phase

The area proof rewrites the set as a closed disc and uses its known volume.

```lean
/-- The orbit at energy `E` on a Dirac cone of velocity `v` encloses the area `π E²/v²`. -/
theorem orbitArea_eq {v : ℝ} (hv : 0 < v) (E : ℝ) :
    orbitArea v E = Real.pi * E ^ 2 / v ^ 2 := by
  have hset : {k : ℂ | v * ‖k‖ ≤ |E|} = Metric.closedBall 0 (|E| / v) := by
    ext k
    rw [Set.mem_ofPred_eq, mem_closedBall_zero_iff, le_div_iff₀ hv, mul_comm]
  rw [orbitArea, hset, Complex.volume_closedBall, ENNReal.toReal_mul, ENNReal.toReal_pow,
    ENNReal.toReal_ofReal (by positivity), ENNReal.coe_toReal, NNReal.coe_real_pi,
    div_pow, sq_abs]
  ring
```

The next theorem establishes that the spinor is normalized and belongs to the band of energy $svr$.

```lean
/-- For `s = ±1` the orbit spinor is normalized and is an eigenvector of the classical Dirac
matrix at `k = r exp(iθ)` with energy `s v r`. -/
theorem diracSpinor_eigen (v r θ : ℝ) {s : ℝ} (hs : s ^ 2 = 1) :
    ∑ j, conj (diracSpinor s θ j) * diracSpinor s θ j = 1 ∧
    diracSymbol v (r * exp (θ * I)) *ᵥ diracSpinor s θ =
      ((s : ℂ) * v * r) • diracSpinor s θ := by
  have hs' : (s : ℂ) ^ 2 = 1 := by exact_mod_cast hs
  have hc : conj (exp ((θ : ℂ) * I)) = exp (-((θ : ℂ) * I)) := by
    rw [← exp_conj]
    simp
  have he : exp ((θ : ℂ) * I) * exp (-((θ : ℂ) * I)) = 1 := by
    rw [← exp_add]
    simp
  set q : ℂ := (Real.sqrt (1 / 2) : ℂ) with hq
  constructor
  · rw [Fin.sum_univ_two]
    show conj (exp (-((θ : ℂ) * I)) * (Real.sqrt (1 / 2) : ℂ)) *
        (exp (-((θ : ℂ) * I)) * (Real.sqrt (1 / 2) : ℂ)) +
      conj ((s : ℂ) * (Real.sqrt (1 / 2) : ℂ)) * ((s : ℂ) * (Real.sqrt (1 / 2) : ℂ)) = 1
    simp only [map_mul, conj_ofReal]
    linear_combination q * q * phase_sq θ + q * q * hs' + 2 * amp_sq
  · refine funext (Fin.forall_fin_two.mpr ⟨?_, ?_⟩)
    · simp only [Matrix.mulVec, dotProduct, Fin.sum_univ_two]
      show 0 * (exp (-((θ : ℂ) * I)) * q) + (v : ℂ) * conj ((r : ℂ) * exp (θ * I)) * (s * q) =
        (s : ℂ) * v * r * (exp (-((θ : ℂ) * I)) * q)
      rw [map_mul, conj_ofReal, hc]
      ring
    · simp only [Matrix.mulVec, dotProduct, Fin.sum_univ_two]
      show (v : ℂ) * ((r : ℂ) * exp (θ * I)) * (exp (-((θ : ℂ) * I)) * q) + 0 * (s * q) =
        (s : ℂ) * v * r * (s * q)
      linear_combination (v : ℂ) * r * q * he - (v : ℂ) * r * q * hs'
```

The phase computation differentiates each component and finds the constant integrand $\tfrac12$. It holds for any real `s`, since the second component is constant, but the spinor is a normalized band state only for $s=\pm1$.

```lean
/-- For every real `s`, `berryPhase (diracSpinor s)` equals `π`. -/
theorem berryPhase_dirac (s : ℝ) : berryPhase (diracSpinor s) = Real.pi := by
  have key : ∀ θ : ℝ, (I * ∑ j, conj (diracSpinor s θ j) *
      deriv (fun t => diracSpinor s t j) θ).re = 1 / 2 := by
    intro θ
    have h1 : HasDerivAt (fun t : ℝ => -((t : ℂ) * I)) (-I) θ :=
      ((hasDerivAt_id θ).ofReal_comp.mul_const I).fun_neg.congr_deriv (by simp)
    have d0 : deriv (fun t => diracSpinor s t 0) θ =
        exp (-((θ : ℂ) * I)) * (-I) * (Real.sqrt (1 / 2) : ℂ) :=
      (h1.cexp.mul_const (Real.sqrt (1 / 2) : ℂ)).deriv
    have d1 : deriv (fun t => diracSpinor s t 1) θ = 0 :=
      (hasDerivAt_const θ ((s : ℂ) * (Real.sqrt (1 / 2) : ℂ))).deriv
    have c0 : diracSpinor s θ 0 = exp (-((θ : ℂ) * I)) * (Real.sqrt (1 / 2) : ℂ) := rfl
    have hh : ((1 / 2 : ℝ) : ℂ) = 1 / 2 := by norm_num
    -- the Berry connection is constant along the orbit
    have h : I * ∑ j, conj (diracSpinor s θ j) * deriv (fun t => diracSpinor s t j) θ =
        ((1 / 2 : ℝ) : ℂ) := by
      rw [hh, Fin.sum_univ_two, d0, d1, c0, map_mul, conj_ofReal]
      linear_combination
        (-I * I * (Real.sqrt (1 / 2) : ℂ) * (Real.sqrt (1 / 2) : ℂ)) * phase_sq θ +
          (-I * I) * amp_sq - (1 / 2) * I_mul_I
    rw [h, ofReal_re]
  unfold berryPhase
  simp only [key]
  rw [intervalIntegral.integral_const, smul_eq_mul]
  ring
```

## The area condition as an equivalence

`onsager_exact` combines the spectrum, the area and the phase; after substitution, both sides say $E^2=\omega^2n$ for the same $n$. The sign of `E` need not match `s`, because both bands have the same phase. At $E=0$ the orbit shrinks to a point, and $\gamma$ is the value carried by the orbits of nonzero size. The theorem concerns eigenvalues, not their degeneracy, and the model has no mass, Zeeman term or band curvature.

```lean
/-- Exact Onsager quantization: if `ω² = 2v²B` and each state is annihilated by a power of `a`, then
a real `E` is an eigenvalue of the Dirac-Landau Hamiltonian if and only if its orbit area is `2πB (n
+ 1/2 - γ/(2π))` for some `n = 0, 1, 2, …`, where `γ` is `berryPhase (diracSpinor s)`. -/
theorem onsager_exact {ω v B : ℝ} (hv : 0 < v) (hB : 0 < B) (hω : ω ^ 2 = 2 * v ^ 2 * B)
    {a b : Module.End ℂ V} {ψ₀ : V} (hab : a * b - b * a = 1) (h0 : a ψ₀ = 0)
    (hψ : ψ₀ ≠ 0) (hfin : ∀ φ : V, ∃ m : ℕ, (a ^ m) φ = 0) (s E : ℝ) :
    (∃ p : V × V, p ≠ 0 ∧ diracLandau ω a b p = (E : ℂ) • p) ↔
      ∃ n : ℕ, orbitArea v E =
        2 * Real.pi * B * (n + 1 / 2 - berryPhase (diracSpinor s) / (2 * Real.pi)) := by
  have hω0 : ω ≠ 0 := by
    intro h
    have hpos : 0 < 2 * v ^ 2 * B := by positivity
    rw [← hω, h] at hpos
    norm_num at hpos
  rw [landau_spectrum hω0 hab h0 hψ hfin]
  refine exists_congr fun n => ?_
  have hcast : (E : ℂ) ^ 2 = (ω : ℂ) ^ 2 * n ↔ E ^ 2 = ω ^ 2 * n := by
    constructor <;> intro h <;> exact_mod_cast h
  have hpi : Real.pi / (2 * Real.pi) = 1 / 2 := by
    have := Real.pi_ne_zero
    field_simp
  -- the Berry phase cancels the zero-point term 1/2
  rw [hcast, orbitArea_eq hv, berryPhase_dirac, hpi, hω, div_eq_iff (pow_ne_zero 2 hv.ne')]
  constructor
  · intro h
    linear_combination Real.pi * h
  · intro h
    exact mul_left_cancel₀ Real.pi_ne_zero (by linear_combination h)
```

Complex polynomials provide an example satisfying all the ladder hypotheses: differentiation lowers the degree, so enough derivatives annihilate any polynomial.

```lean
/-- On complex polynomials, `a = d/dx`, `b = x` and `ψ₀ = 1` satisfy the ladder relations,
and each polynomial is annihilated by a power of `a`. -/
theorem ladder_witness :
    (Polynomial.derivative : Module.End ℂ (Polynomial ℂ)) *
        LinearMap.mulLeft ℂ (Polynomial.X : Polynomial ℂ) -
      LinearMap.mulLeft ℂ (Polynomial.X : Polynomial ℂ) * Polynomial.derivative = 1 ∧
    Polynomial.derivative (1 : Polynomial ℂ) = 0 ∧ (1 : Polynomial ℂ) ≠ 0 ∧
    ∀ p : Polynomial ℂ, ∃ m : ℕ,
      ((Polynomial.derivative : Module.End ℂ (Polynomial ℂ)) ^ m) p = 0 := by
  refine ⟨LinearMap.ext fun p => ?_, Polynomial.derivative_one, one_ne_zero, fun p =>
    ⟨p.natDegree + 1, ?_⟩⟩
  · show Polynomial.derivative (Polynomial.X * p) -
      Polynomial.X * Polynomial.derivative p = p
    rw [Polynomial.derivative_mul, Polynomial.derivative_X]
    ring
  · rw [Module.End.pow_apply]
    exact Polynomial.iterate_derivative_eq_zero (Nat.lt_succ_self _)

end

end DiracOnsager
```

```lean
#print axioms DiracOnsager.diracSpinor_eigen
#print axioms DiracOnsager.onsager_exact
```

```
'DiracOnsager.diracSpinor_eigen' depends on axioms: [propext, Classical.choice, Quot.sound]
'DiracOnsager.onsager_exact' depends on axioms: [propext, Classical.choice, Quot.sound]
```
